# A lower bound on the pair energy per site of ±1 spins on a ring, from the minimum of V̂(k)

Take N spins σ_r = ±1 on a ring, with a real, even coupling V and the energy H = ½ Σ_{r,s} V(r−s) σ_r σ_s. Then

H/N ≥ ½ min_k V̂(k), where V̂(k) = Σ_r V(r) exp(−2πi kr/N).

Equality holds exactly when every wavevector k present in the spin pattern minimises V̂.

The physical question is which arrangement of two kinds of atom has the lowest energy. Here σ_r = +1 stands for an A atom on site r and σ_r = −1 for a B atom, with the composition left free. For a cluster expansion on a periodic chain that has pair terms only, with no constant and no one-site terms, the bound gives a floor against which a ground-state search can be compared. That a real alloy's energy has this pair form on a ring is an assumption of the model.

## Spins, couplings and waves

```lean
import Mathlib

open Finset ComplexConjugate

namespace ConcentrationWaves

noncomputable section

variable {N : ℕ} [NeZero N]
```

The number of sites `N` is a natural number, and `[NeZero N]` says that it is not zero.

```lean
/-- The phase factor `χ a = exp (2πi a / N)` on the ring of `N` sites. -/
local notation "χ" => ZMod.stdAddChar

/-- The amplitude of the concentration wave `k` in a real function on the ring:
the sum of `f r * exp (-2πi k r / N)` over the sites `r`. -/
def amplitude (f : ZMod N → ℝ) (k : ZMod N) : ℂ := ∑ r, (f r : ℂ) * χ (-(k * r))
```

`ZMod N`, the integers modulo N, labels both the sites r and the wavevectors k. The function `amplitude f k` is

f̂(k) = Σ_r f(r) exp(−2πi kr/N).

The letter `χ` denotes a phase factor, not a susceptibility. The sum is not divided by N, so the normalised wave amplitude is f̂(k)/N.

```lean
/-- The coupling in reciprocal space: the real part of the Fourier sum of `V`. -/
def Vhat (V : ZMod N → ℝ) (k : ZMod N) : ℝ := (amplitude V k).re
```

`Vhat` is defined as a real part, which for even V is the whole Fourier sum, as shown below. For general V it is the transform of the even part ½(V(r) + V(−r)), the only part that the energy sees. The bound therefore needs no evenness hypothesis.

```lean
/-- The smallest value of the reciprocal-space coupling over all wavevectors. -/
def Vmin (V : ZMod N → ℝ) : ℝ := univ.inf' univ_nonempty (Vhat V)
```

`Vmin` is the minimum of V̂ over wavevectors, not the minimum of V over distances.

```lean
/-- The pair-interaction energy `(1/2) ∑ V(r-s) σ_r σ_s`. -/
def energy (V σ : ZMod N → ℝ) : ℝ := (1 / 2) * ∑ r, ∑ s, V (r - s) * σ r * σ s
```

The factor ½ makes each pair count once. The terms with r = s add the constant V(0)/2 per site for ±1 spins. Between different sites, a positive coupling favours opposite spins.

```lean
/-- The field that all spins together produce at site `r`. -/
def localField (V σ : ZMod N → ℝ) (r : ZMod N) : ℝ := ∑ s, V (r - s) * σ s
```

This is h_r = Σ_s V(r−s) σ_s, so that H = ½ Σ_r h_r σ_r. It carries no minus sign and includes the site's own term V(0)σ_r, unlike the usual molecular field.

```lean
/-- Every site carries a spin `+1` or `-1`. -/
def IsSpin (σ : ZMod N → ℝ) : Prop := ∀ r, σ r = 1 ∨ σ r = -1
```

A configuration is first any real function on the ring; `IsSpin` restricts its values to ±1.

## The energy as a sum over waves

```lean
/-- Orthogonality of phases: the sum of `χ (k b)` over `k` is `N` for `b = 0` and
vanishes otherwise. -/
lemma sum_phase (b : ZMod N) : ∑ k : ZMod N, χ (k * b) = if b = 0 then (N : ℂ) else 0 := by
  rw [AddChar.sum_mulShift b (ZMod.isPrimitive_stdAddChar N)]
  split_ifs <;> simp [ZMod.card]
```

For b = 0 all N terms are 1. Otherwise z = exp(2πi b/N) differs from 1 while z^N = 1, and the geometric series gives (z^N − 1)/(z − 1) = 0. Lean takes this from Mathlib's theorem on sums of characters.

```lean
/-- Conjugating the amplitude of a real function reverses the phases. -/
lemma conj_amplitude (f : ZMod N → ℝ) (k : ZMod N) :
    conj (amplitude f k) = ∑ r, (f r : ℂ) * χ (k * r) := by
  unfold amplitude
  rw [map_sum]
  refine sum_congr rfl fun r _ => ?_
  rw [map_mul, Complex.conj_ofReal, ← AddChar.map_neg_eq_conj, neg_neg]
```

Since f is real, conjugation only changes the sign in the exponent:

f̂(k)* = Σ_r f(r) exp(+2πi kr/N).

```lean
/-- For an even coupling the Fourier sum is real and equals `Vhat`. -/
theorem amplitude_of_even (V : ZMod N → ℝ) (hV : ∀ r, V (-r) = V r) (k : ZMod N) :
    amplitude V k = (Vhat V k : ℂ) := by
  refine (Complex.conj_eq_iff_re.1 ?_).symm
  rw [conj_amplitude]
  unfold amplitude
  -- relabel the sites by inversion
  refine Fintype.sum_equiv (Equiv.neg (ZMod N)) _ _ fun r => ?_
  simp only [Equiv.neg_apply, hV, mul_neg, neg_neg]
```

If V(−r) = V(r), relabelling r → −r turns the conjugated sum back into the original one. The Fourier sum equals its own conjugate, so it is real. `Equiv.neg` is the relabelling.

```lean
/-- In reciprocal space the local field is the product of coupling and spin amplitudes. -/
theorem amplitude_localField (V σ : ZMod N → ℝ) (k : ZMod N) :
    amplitude (localField V σ) k = amplitude V k * amplitude σ k := by
  unfold amplitude localField
  rw [sum_mul_sum]
  simp only [Complex.ofReal_sum, Complex.ofReal_mul, sum_mul]
  rw [sum_comm, sum_comm (f := fun i j => (V i : ℂ) * χ (-(k * i)) * ((σ j : ℂ) * χ (-(k * j))))]
  refine sum_congr rfl fun s _ => ?_
  -- shift the origin to the site s
  refine Fintype.sum_equiv (Equiv.subRight s) _ _ fun r => ?_
  have h : -(k * r) = -(k * (r - s)) + -(k * s) := by ring
  rw [h, AddChar.map_add_eq_mul, Equiv.subRight_apply]
  ring
```

Write r = (r−s) + s in the exponent and set t = r−s:

ĥ(k) = Σ_s Σ_r V(r−s) σ_s exp(−2πi kr/N)
= [Σ_t V(t) exp(−2πi kt/N)] · [Σ_s σ_s exp(−2πi ks/N)].

On a ring, t runs over all sites whatever s is. `Equiv.subRight s` performs this shift of origin.

```lean
/-- Plancherel's identity for two real functions on the ring. -/
theorem plancherel (f g : ZMod N → ℝ) :
    ∑ k, amplitude f k * conj (amplitude g k) = ((N * ∑ r, f r * g r : ℝ) : ℂ) := by
  have h : ∀ k : ZMod N, amplitude f k * conj (amplitude g k)
      = ∑ r, ∑ s, ((f r : ℂ) * g s) * χ (k * (s - r)) := by
    intro k
    rw [conj_amplitude]
    unfold amplitude
    rw [sum_mul_sum]
    refine sum_congr rfl fun r _ => sum_congr rfl fun s _ => ?_
    have e : k * (s - r) = -(k * r) + k * s := by ring
    rw [e, AddChar.map_add_eq_mul]
    ring
  simp only [h]
  rw [sum_comm]
  push_cast
  rw [mul_sum]
  refine sum_congr rfl fun r _ => ?_
  rw [sum_comm]
  -- only s = r survives the sum over wavevectors
  simp only [← mul_sum, sum_phase, sub_eq_zero, mul_ite, mul_zero, sum_ite_eq', mem_univ, if_true]
  ring
```

Multiply out the two amplitudes and sum over k first:

Σ_k f̂(k) ĝ(k)* = Σ_{r,s} f(r) g(s) Σ_k exp(2πi k(s−r)/N) = N Σ_r f(r) g(r).

The intermediate statement `h` is the multiplied-out product; `sum_phase` then leaves only s = r.

```lean
/-- The energy is `1 / (2N)` times the sum over all wavevectors of `Vhat` times the squared modulus
of the amplitude of `σ`. -/
theorem energy_eq_sum_waves (V σ : ZMod N → ℝ) :
    energy V σ = 1 / (2 * N) * ∑ k, Vhat V k * Complex.normSq (amplitude σ k) := by
  have hN : (N : ℝ) ≠ 0 := Nat.cast_ne_zero.2 (NeZero.ne N)
  have h := congrArg Complex.re (plancherel (localField V σ) σ)
  simp only [amplitude_localField, mul_assoc, Complex.mul_conj, Complex.re_sum,
    Complex.re_mul_ofReal, Complex.ofReal_re] at h
  have e : energy V σ = 1 / 2 * ∑ r, localField V σ r * σ r := by
    unfold energy localField
    congr 1
    refine sum_congr rfl fun r _ => ?_
    rw [sum_mul]
    exact sum_congr rfl fun s _ => by ring
  unfold Vhat
  rw [h, e]
  field_simp
```

Plancherel's identity with f = h and g = σ, followed by the product rule for ĥ, gives

H = ½ Σ_r h_r σ_r = (1/2N) Σ_k V̂(k) |σ̂(k)|².

`Complex.normSq` is the squared modulus. Taking real parts of both sides is what brings in `Vhat`. The ±1 condition has not been used yet.

## The bound and its equality case

```lean
/-- For spins `±1`, the energy per site minus half the minimum of `Vhat` is a weighted sum of the
excesses `Vhat V k - Vmin V`, with weights proportional to the squared amplitudes. -/
theorem energy_gap (V σ : ZMod N → ℝ) (hσ : IsSpin σ) :
    energy V σ / N - Vmin V / 2
      = 1 / (2 * (N : ℝ) ^ 2) * ∑ k, (Vhat V k - Vmin V) * Complex.normSq (amplitude σ k) := by
  have hN : (N : ℝ) ≠ 0 := Nat.cast_ne_zero.2 (NeZero.ne N)
  -- the total weight of all waves is fixed by the spin length
  have hp : ∑ k, Complex.normSq (amplitude σ k) = (N : ℝ) ^ 2 := by
    have h := plancherel σ σ
    simp only [Complex.mul_conj] at h
    have h1 : ∀ r, σ r * σ r = 1 := fun r => by rcases hσ r with h | h <;> rw [h] <;> norm_num
    have h2 : ∑ k, Complex.normSq (amplitude σ k) = N * ∑ r, σ r * σ r := by exact_mod_cast h
    rw [h2]
    simp [h1, ZMod.card, sq]
  simp only [sub_mul, sum_sub_distrib, ← mul_sum]
  rw [hp, energy_eq_sum_waves]
  field_simp
```

For spins, σ_r² = 1, so Plancherel's identity with f = g = σ gives Σ_k |σ̂(k)|² = N²; this is `hp`. Hence

½ Vmin = (1/2N²) Σ_k Vmin |σ̂(k)|².

Subtracting this from H/N gives

H/N − ½ Vmin = (1/2N²) Σ_k (V̂(k) − Vmin) |σ̂(k)|².

With normalised amplitudes c_k = σ̂(k)/N, the right-hand side is ½ Σ_k (V̂(k) − Vmin)|c_k|², and the weights |c_k|² add up to 1.

```lean
/-- For spins `±1` the energy per site is at least half the minimum of `Vhat`, with equality
exactly when every wave present in the configuration minimises `Vhat`. -/
theorem ground_state_bound (V σ : ZMod N → ℝ) (hσ : IsSpin σ) :
    Vmin V / 2 ≤ energy V σ / N ∧
      (energy V σ / N = Vmin V / 2 ↔ ∀ k, amplitude σ k ≠ 0 → Vhat V k = Vmin V) := by
  have hN : (0 : ℝ) < N := Nat.cast_pos.2 (NeZero.pos N)
  have hc : 0 < 1 / (2 * (N : ℝ) ^ 2) := by positivity
  have hg := energy_gap V σ hσ
  have hpos : ∀ k ∈ univ, 0 ≤ (Vhat V k - Vmin V) * Complex.normSq (amplitude σ k) :=
    fun k hk => mul_nonneg (sub_nonneg.2 (inf'_le _ hk)) (Complex.normSq_nonneg _)
  refine ⟨by linarith [mul_nonneg hc.le (sum_nonneg hpos)], ?_⟩
  -- a sum of non-negative terms vanishes only term by term
  rw [← sub_eq_zero, hg, mul_eq_zero, or_iff_right hc.ne', sum_eq_zero_iff_of_nonneg hpos]
  refine forall_congr' fun k => ?_
  simp only [mem_univ, true_imp_iff, mul_eq_zero, sub_eq_zero, Complex.normSq_eq_zero]
  tauto
```

The symbol `∧` joins the two claims, and `↔` means "exactly when". Each term of the gap is non-negative (`hpos`), which gives the bound. Such a sum vanishes only if every term does, so for each k either σ̂(k) = 0 or V̂(k) = Vmin.

The same argument with the maximum gives a neighbouring result: H/N ≤ ½ max_k V̂(k), with equality exactly when every wave present maximises V̂.

## Patterns that reach the bound, and rings that cannot

```lean
/-- If `2q = 0` on the ring and `q` minimises `Vhat`, the wave `q` is itself a configuration of
spins `±1` and attains the bound. -/
theorem commensurate_wave_attains (V : ZMod N → ℝ) (q : ZMod N) (hq : q + q = 0)
    (hmin : Vhat V q = Vmin V) :
    IsSpin (fun r => (χ (q * r)).re) ∧
      energy V (fun r => (χ (q * r)).re) / N = Vmin V / 2 := by
  have hx : ∀ r : ZMod N, χ (q * r) = 1 ∨ χ (q * r) = -1 := fun r => by
    rw [← mul_self_eq_one_iff, ← AddChar.map_add_eq_mul, ← add_mul, hq, zero_mul,
      AddChar.map_zero_eq_one]
  have hs : IsSpin (fun r : ZMod N => (χ (q * r)).re) := fun r => by
    rcases hx r with h | h <;> simp [h]
  refine ⟨hs, (ground_state_bound V _ hs).2.2 fun k hk => ?_⟩
  by_cases hkq : q - k = 0
  · rw [← sub_eq_zero.1 hkq, hmin]
  · -- every other wave is absent by orthogonality
    refine absurd ?_ hk
    have h0 := sum_phase (q - k)
    rw [if_neg hkq] at h0
    rw [← h0]
    refine sum_congr rfl fun r _ => ?_
    have hr : (((χ (q * r)).re : ℝ) : ℂ) = χ (q * r) := by
      rcases hx r with h | h <;> simp [h]
    have e : r * (q - k) = q * r + -(k * r) := by ring
    rw [hr, e, AddChar.map_add_eq_mul]
```

The condition 2q = 0 allows q = 0 (all spins equal) and, for even N, q = N/2 (alternating spins). The phase exp(2πi qr/N) then squares to 1, so it is ±1 and can serve as a spin. By orthogonality its amplitude vanishes at every k ≠ q. If q minimises V̂, the equality condition is met. The word "commensurate" in the theorem's name stands only for 2q = 0, which is narrower than its usual meaning. This condition is sufficient, not necessary: if N is a multiple of 4 and k = N/4 minimises V̂, the repeated pattern + + − − contains only the waves k = ±N/4 and reaches the bound too.

```lean
/-- On a ring with an odd number of sites, if `k = 0` does not minimise `Vhat`, then every
configuration of spins `±1` lies strictly above the bound. -/
theorem odd_ring_strict (V σ : ZMod N → ℝ) (hN : Odd N) (h0 : Vhat V 0 ≠ Vmin V)
    (hσ : IsSpin σ) : Vmin V / 2 < energy V σ / N := by
  have hb := ground_state_bound V σ hσ
  refine lt_of_le_of_ne hb.1 fun h => h0 (hb.2.1 h.symm 0 fun hz => ?_)
  -- an odd number of spins cannot compensate to zero magnetisation
  have hm : ∀ r, ∃ m : ℤ, σ r = 1 - 2 * (m : ℝ) := fun r => by
    rcases hσ r with h | h
    · exact ⟨0, by rw [h]; norm_num⟩
    · exact ⟨1, by rw [h]; norm_num⟩
  choose m hm using hm
  have hsum : ∑ r, σ r = 0 := by
    have h1 : amplitude σ 0 = ((∑ r, σ r : ℝ) : ℂ) := by simp [amplitude]
    rw [h1] at hz
    exact_mod_cast hz
  have hs : ∑ r, σ r = (N : ℝ) - 2 * ((∑ r, m r : ℤ) : ℝ) := by
    simp [hm, sum_sub_distrib, ← mul_sum, ZMod.card]
  have hi : (N : ℤ) - 2 * ∑ r, m r = 0 := by
    rw [hs] at hsum
    exact_mod_cast hsum
  obtain ⟨j, hj⟩ := hN
  omega

end

end ConcentrationWaves
```

Write σ_r = 1 − 2m_r with m_r = 0 or 1. Then σ̂(0) = Σ_r σ_r = N − 2Σ_r m_r is odd when N is odd, hence not zero. The wave k = 0 is always present, and if it is not a minimiser, equality fails. `omega` closes the parity argument.

Three sites with V(0) = 0 and V(1) = V(2) = 1 show this. Here V̂(0) = 2 and V̂(1) = V̂(2) = −1, so the bound is −1/2. The spins (+1, +1, −1) have H = 1 − 1 − 1 = −1, or −1/3 per site. The gap is 1/6, and the gap formula agrees: σ̂(0) = 1, and (2 + 1)·1/(2·9) = 1/6. Three equal spins give H/N = 1, so −1/3 is the lowest value on this ring.

```lean
#print axioms ConcentrationWaves.amplitude_of_even
#print axioms ConcentrationWaves.ground_state_bound
#print axioms ConcentrationWaves.commensurate_wave_attains
#print axioms ConcentrationWaves.odd_ring_strict
```

```
'ConcentrationWaves.amplitude_of_even' depends on axioms: [propext, Classical.choice, Quot.sound]
'ConcentrationWaves.ground_state_bound' depends on axioms: [propext, Classical.choice, Quot.sound]
'ConcentrationWaves.commensurate_wave_attains' depends on axioms: [propext, Classical.choice, Quot.sound]
'ConcentrationWaves.odd_ring_strict' depends on axioms: [propext, Classical.choice, Quot.sound]
```
